# Step error and missing core for $r^{s-1}$ on a finite logarithmic mesh

A logarithmic radial mesh stops at some innermost point, and refining its step does nothing for the integral inside that point. Take the integral of $r^{s-1}$ over $(0,1)$ with $s=0.1$, on a mesh that reaches down to $r=e^{-10}\approx 4.5\times10^{-5}$. The region inside the last point holds $e^{-1}\approx 37\%$ of the integral. With a step of $0.02$ in $\ln r$, the trapezoidal error on the rest is below one part in a million, so the result looks converged in the step and is still wrong by more than a third.

Small values of $s$ arise when a very heavy atom is modelled with a point nucleus. For nuclear charge $Z$, the magnetic hyperfine integrand of a Dirac $s_{1/2}$ electron starts as $r^{2\gamma-2}$ with $\gamma=\sqrt{1-(Z\alpha)^2}$, where $\alpha$ is the fine-structure constant; the results below apply to that leading power alone, with $s=2\gamma-1$, which falls to zero as $Z\alpha$ approaches $\sqrt3/2$.

## The mesh and the rule

```lean
import Mathlib

open Finset

namespace TruncatedLogGrid

noncomputable section

/-- The radial mesh point `r_n = exp(-n h)` of a logarithmic grid with step `h`. -/
def meshPoint (h : ℝ) (n : ℕ) : ℝ := Real.exp (-(n * h))
```

The mesh points are $r_n=e^{-nh}$, where $h$ is the step in $\ln r$. Lengths are in units of the outer radius, so $r_0=1$, and the points move inwards as $n$ grows. In Lean, `(h : ℝ) (n : ℕ)` declares a real number and a natural number, and the `ℝ` after the colon is the type of the result.

```lean
/-- The trapezoidal rule in `ln r` for the radial integral of `f`, on the `N` intervals between the
mesh points `r_0 = 1` and `r_N`; the factor `r` is the Jacobian `dr/d(ln r)`. -/
def logTrapezoid (f : ℝ → ℝ) (h : ℝ) (N : ℕ) : ℝ :=
  ∑ n ∈ range N, h / 2 * (meshPoint h n * f (meshPoint h n)
    + meshPoint h (n + 1) * f (meshPoint h (n + 1)))
```

Since $dr=r\,d(\ln r)$, integrating $f(r)$ over $r$ means integrating $r f(r)$ over $\ln r$. The trapezoidal rule on $N$ intervals is therefore

$$T_N=\sum_{n=0}^{N-1}\frac h2\bigl[r_nf(r_n)+r_{n+1}f(r_{n+1})\bigr].$$

The set `range N` is $\{0,\dots,N-1\}$: it counts intervals, while the mesh has $N+1$ points. Nothing is added for the region inside $r_N$. From here on $f(r)=r^{s-1}$, written `fun r => r ^ (s - 1)`.

## A geometric sum in closed form

```lean
/-- At the mesh point `r_n`, the power `r^(s-1)` times the Jacobian factor `r` is `exp(-s n h)`. -/
theorem meshPoint_weight (s h : ℝ) (n : ℕ) :
    meshPoint h n * meshPoint h n ^ (s - 1) = Real.exp (-(s * n * h)) := by
  unfold meshPoint
  rw [← Real.exp_mul, ← Real.exp_add]
  congr 1
  ring
```

On the mesh, $r_n\,r_n^{s-1}=r_n^s=e^{-snh}$. The proof unfolds the definition, merges the exponentials with `rw` (rewriting by a known equation), and lets `ring` confirm that the exponents agree.

```lean
/-- For `s, h > 0` the trapezoidal rule on the finite logarithmic mesh, applied to `r^(s-1)`,
equals `(h/2) coth(sh/2) (1 - exp(-sNh))`. -/
theorem logTrapezoid_power {s h : ℝ} (hs : 0 < s) (hh : 0 < h) (N : ℕ) :
    logTrapezoid (fun r => r ^ (s - 1)) h N =
      h / 2 * (Real.cosh (s * h / 2) / Real.sinh (s * h / 2))
        * (1 - Real.exp (-(s * N * h))) := by
  have hsinh : 0 < Real.sinh (s * h / 2) := Real.sinh_pos_iff.2 (by positivity)
  have hab : Real.exp (s * h / 2) * Real.exp (-(s * h / 2)) = 1 := by
    rw [← Real.exp_add, add_neg_cancel, Real.exp_zero]
  -- the identity for a single interval
  have hstep : 1 + Real.exp (-(s * h / 2)) ^ 2 =
      Real.cosh (s * h / 2) / Real.sinh (s * h / 2) * (1 - Real.exp (-(s * h / 2)) ^ 2) := by
    rw [div_mul_eq_mul_div, eq_div_iff hsinh.ne', Real.sinh_eq, Real.cosh_eq]
    linear_combination Real.exp (-(s * h / 2)) * hab
  induction N with
  | zero => simp [logTrapezoid]
  | succ n ih =>
    have e : Real.exp (-(s * ((n + 1 : ℕ) : ℝ) * h)) =
        Real.exp (-(s * n * h)) * Real.exp (-(s * h / 2)) ^ 2 := by
      rw [← Real.exp_nat_mul, ← Real.exp_add]
      congr 1
      push_cast
      ring
    have hsum : logTrapezoid (fun r => r ^ (s - 1)) h (n + 1) =
        logTrapezoid (fun r => r ^ (s - 1)) h n
          + h / 2 * (meshPoint h n * meshPoint h n ^ (s - 1)
            + meshPoint h (n + 1) * meshPoint h (n + 1) ^ (s - 1)) :=
      Finset.sum_range_succ _ _
    rw [hsum, ih, meshPoint_weight, meshPoint_weight, e]
    linear_combination h / 2 * Real.exp (-(s * n * h)) * hstep
```

Arguments such as `hs : 0 < s` are the hypotheses. The statement after the colon reads

$$T_N=\frac h2\coth\frac{sh}2\,\bigl(1-e^{-sNh}\bigr),$$

with $\coth$ written as `cosh` over `sinh`. It also holds for $N=0$, where both sides vanish.

By hand, put $q=e^{-sh}$. Interval $n$ contributes $\frac h2q^n(1+q)$. Multiplying numerator and denominator by $e^{sh/2}$ gives

$$\frac{1+q}{1-q}=\frac{e^{sh/2}+e^{-sh/2}}{e^{sh/2}-e^{-sh/2}}=\coth\frac{sh}2,$$

so the contribution equals $\frac h2\coth\frac{sh}2\,(q^n-q^{n+1})$. Summed over $n$, the differences telescope to $1-q^N$.

In the code, `hstep` is the identity $1+q=\coth(sh/2)(1-q)$, with $q$ written as the square of $e^{-sh/2}$. The telescoping becomes an induction on the number of intervals: `hsum` splits off the last interval, `ih` supplies the formula for the first $n$, and `linear_combination` adds `hstep` with the factor $\frac h2e^{-snh}$.

## The exact integral, split at the last mesh point

```lean
/-- For `s > 0`, the exact integral of `r^(s-1)` over the range covered by the mesh. -/
theorem covered_integral {s : ℝ} (hs : 0 < s) (h : ℝ) (N : ℕ) :
    ∫ r in (meshPoint h N)..1, r ^ (s - 1) = (1 - Real.exp (-(s * N * h))) / s := by
  have e : -((N : ℝ) * h) * s = -(s * N * h) := by ring
  rw [integral_rpow (Or.inl (by linarith)), sub_add_cancel, Real.one_rpow, meshPoint,
    ← Real.exp_mul, e]
```

The notation `∫ r in a..b` is the integral from $a$ to $b$. On the range that the mesh covers,

$$\int_{r_N}^1r^{s-1}\,dr=\frac{1-r_N^s}{s}=\frac{1-e^{-sNh}}{s}.$$

```lean
/-- For `s > 0`, the exact integral of `r^(s-1)` over the core inside the last mesh point. -/
theorem core_integral {s : ℝ} (hs : 0 < s) (h : ℝ) (N : ℕ) :
    ∫ r in (0 : ℝ)..(meshPoint h N), r ^ (s - 1) = Real.exp (-(s * N * h)) / s := by
  have e : -((N : ℝ) * h) * s = -(s * N * h) := by ring
  rw [integral_rpow (Or.inl (by linarith)), sub_add_cancel, Real.zero_rpow hs.ne', sub_zero,
    meshPoint, ← Real.exp_mul, e]
```

The core inside the last point holds

$$\int_0^{r_N}r^{s-1}\,dr=\frac{r_N^s}{s}=\frac{e^{-sNh}}{s}.$$

Both proofs apply Mathlib's power integral `integral_rpow`, whose condition that the exponent $s-1$ exceed $-1$ is met because $s>0$. The two parts add up to $1/s$, so the core is the fraction $e^{-sNh}$ of the whole.

## How far the rule overshoots

```lean
/-- For `x > 0`, `sinh x < x cosh x` and `3 x cosh x < (3 + x²) sinh x`. -/
theorem hyperbolic_bounds {x : ℝ} (hx : 0 < x) :
    Real.sinh x < x * Real.cosh x ∧
      3 * (x * Real.cosh x) < (3 + x * x) * Real.sinh x := by
  -- a function that vanishes at 0 and has positive slope for `y > 0` is positive for `y > 0`
  have key : ∀ f f' : ℝ → ℝ, (∀ y, HasDerivAt f (f' y) y) → f 0 = 0 →
      (∀ y, 0 < y → 0 < f' y) → ∀ y, 0 < y → 0 < f y := by
    intro f f' hd h0 hp y hy
    have hm : StrictMonoOn f (Set.Ici 0) :=
      strictMonoOn_of_deriv_pos (convex_Ici 0)
        (fun z _ => (hd z).continuousAt.continuousWithinAt)
        (fun z hz => by
          rw [interior_Ici] at hz
          rw [(hd z).deriv]
          exact hp z hz)
    have h1 := hm (Set.mem_Ici.2 le_rfl) (Set.mem_Ici.2 hy.le) hy
    rwa [h0] at h1
  have h1 : ∀ y : ℝ, 0 < y → 0 < y * Real.cosh y - Real.sinh y :=
    key (fun y => y * Real.cosh y - Real.sinh y) (fun y => y * Real.sinh y)
      (fun y => (((hasDerivAt_id' y).fun_mul (Real.hasDerivAt_cosh y)).fun_sub
        (Real.hasDerivAt_sinh y)).congr_deriv (by ring))
      (by simp) (fun y hy => mul_pos hy (Real.sinh_pos_iff.2 hy))
  -- the slope of the second difference is `y` times the first difference
  have h2 : ∀ y : ℝ, 0 < y → 0 < (3 + y * y) * Real.sinh y - 3 * (y * Real.cosh y) :=
    key (fun y => (3 + y * y) * Real.sinh y - 3 * (y * Real.cosh y))
      (fun y => y * (y * Real.cosh y - Real.sinh y))
      (fun y => (((((hasDerivAt_id' y).fun_mul (hasDerivAt_id' y)).const_add (3 : ℝ)).fun_mul
        (Real.hasDerivAt_sinh y)).fun_sub
        (((hasDerivAt_id' y).fun_mul (Real.hasDerivAt_cosh y)).const_mul (3 : ℝ))).congr_deriv
          (by ring))
      (by simp) (fun y hy => mul_pos hy (h1 y hy))
  exact ⟨by linarith [h1 x hx], by linarith [h2 x hx]⟩
```

The symbol `∧` means "and". For $x>0$ the two inequalities are

$$\sinh x<x\cosh x,\qquad 3x\cosh x<(3+x^2)\sinh x,$$

or, after division by $\sinh x$, $1<x\coth x<1+x^2/3$.

For the first, let $g(x)=x\cosh x-\sinh x$. Then $g(0)=0$ and $g'(x)=x\sinh x>0$, so $g(x)>0$. For the second, let $k(x)=(3+x^2)\sinh x-3x\cosh x$. Again $k(0)=0$, and

$$k'(x)=2x\sinh x+(3+x^2)\cosh x-3\cosh x-3x\sinh x=x\,g(x)>0.$$

The step `key` proves once that a function which vanishes at zero and has positive slope for positive arguments is positive there. `h1` and `h2` apply it to $g$ and $k$.

```lean
/-- For `s, h > 0` and at least one interval, the rule overestimates the integral of `r^(s-1)` over
the covered range, by a relative amount below `(sh)²/12`. -/
theorem step_error {s h : ℝ} (hs : 0 < s) (hh : 0 < h) {N : ℕ} (hN : 1 ≤ N) :
    ∫ r in (meshPoint h N)..1, r ^ (s - 1) < logTrapezoid (fun r => r ^ (s - 1)) h N ∧
      logTrapezoid (fun r => r ^ (s - 1)) h N <
        (1 + (s * h) ^ 2 / 12) * ∫ r in (meshPoint h N)..1, r ^ (s - 1) := by
  have hx : 0 < s * h / 2 := by positivity
  have hsinh := Real.sinh_pos_iff.2 hx
  obtain ⟨b1, b2⟩ := hyperbolic_bounds hx
  have hN' : (0 : ℝ) < N := by exact_mod_cast hN
  have hc : 0 < 1 - Real.exp (-(s * N * h)) := by
    have h0 : 0 < s * N * h := by positivity
    have h1 : Real.exp (-(s * N * h)) < 1 := Real.exp_lt_one_iff.2 (by linarith)
    linarith
  rw [logTrapezoid_power hs hh, covered_integral hs]
  have e : h / 2 * (Real.cosh (s * h / 2) / Real.sinh (s * h / 2)) * s =
      s * h / 2 * Real.cosh (s * h / 2) / Real.sinh (s * h / 2) := by ring
  -- compare the prefactor (h/2) coth(sh/2) with 1/s
  have c1 : 1 / s < h / 2 * (Real.cosh (s * h / 2) / Real.sinh (s * h / 2)) := by
    rw [div_lt_iff₀ hs, e, lt_div_iff₀ hsinh]
    linarith
  have c2 : h / 2 * (Real.cosh (s * h / 2) / Real.sinh (s * h / 2)) <
      (1 + (s * h) ^ 2 / 12) / s := by
    rw [lt_div_iff₀ hs, e, div_lt_iff₀ hsinh]
    linarith
  constructor
  · calc (1 - Real.exp (-(s * N * h))) / s = 1 / s * (1 - Real.exp (-(s * N * h))) := by ring
      _ < _ := mul_lt_mul_of_pos_right c1 hc
  · calc _ < (1 + (s * h) ^ 2 / 12) / s * (1 - Real.exp (-(s * N * h))) :=
          mul_lt_mul_of_pos_right c2 hc
      _ = _ := by ring
```

Write $I_N$ for the integral over $[r_N,1]$. For $N\ge1$ the theorem states

$$I_N<T_N<\Bigl(1+\frac{(sh)^2}{12}\Bigr)I_N,$$

so the relative step error on the covered range lies strictly between $0$ and $(sh)^2/12$, whatever the number of intervals. For $N=0$ all three quantities are zero and the strict inequalities fail.

By hand, the factor $1-e^{-sNh}$ cancels in the ratio. With $x=sh/2$,

$$\frac{T_N}{I_N}=\frac{sh}2\coth\frac{sh}2=x\coth x,$$

and the preceding bounds finish the argument, because $x^2/3=(sh)^2/12$. The code compares the prefactor $\frac h2\coth\frac{sh}2$ with $1/s$ in `c1` and with $(1+(sh)^2/12)/s$ in `c2`. It then multiplies both by $1-e^{-sNh}$, which `hc` shows to be positive.

## When the missing core outweighs the step error

```lean
/-- For `s, h > 0` and `N ≥ 1`, if `(sh)²/12 ≤ exp(-sNh)`, the step error for `r^(s-1)` on the
covered range is smaller than the integral over the omitted core. -/
theorem cutoff_dominates {s h : ℝ} (hs : 0 < s) (hh : 0 < h) {N : ℕ} (hN : 1 ≤ N)
    (hcut : (s * h) ^ 2 / 12 ≤ Real.exp (-(s * N * h))) :
    logTrapezoid (fun r => r ^ (s - 1)) h N - ∫ r in (meshPoint h N)..1, r ^ (s - 1) <
      ∫ r in (0 : ℝ)..(meshPoint h N), r ^ (s - 1) := by
  have h2 := (step_error hs hh hN).2
  rw [covered_integral hs] at h2 ⊢
  rw [core_integral hs]
  have h3 : (s * h) ^ 2 / 12 * (1 - Real.exp (-(s * N * h))) ≤ Real.exp (-(s * N * h)) := by
    have h4 : 0 ≤ (s * h) ^ 2 / 12 * Real.exp (-(s * N * h)) := by positivity
    linarith
  have h5 := (div_le_div_iff_of_pos_right hs).2 h3
  rw [mul_div_assoc] at h5
  linarith
```

If $(sh)^2/12\le e^{-sNh}$, then $T_N-I_N$ is smaller than the core integral. Setting $\varepsilon=(sh)^2/12$, we have

$$T_N-I_N<\varepsilon\,\frac{1-e^{-sNh}}s\le\frac{\varepsilon}{s}\le\frac{e^{-sNh}}s.$$

The two errors have opposite signs, since the rule overshoots on the covered range and omits the core. Under this condition $T_N$ therefore falls below the full integral $1/s$. In the proof, `h2` is the upper bound from `step_error`, `h3` is the comparison before division by $s$, and `linarith` combines the linear inequalities.

```lean
/-- For `s, h > 0` and `N ≥ 1`, the omitted core outweighs the step error for `r^(s-1)` whenever
`s N h ≤ 1`. -/
theorem cutoff_dominates_of_small {s h : ℝ} (hs : 0 < s) (hh : 0 < h) {N : ℕ} (hN : 1 ≤ N)
    (hsmall : s * N * h ≤ 1) :
    logTrapezoid (fun r => r ^ (s - 1)) h N - ∫ r in (meshPoint h N)..1, r ^ (s - 1) <
      ∫ r in (0 : ℝ)..(meshPoint h N), r ^ (s - 1) := by
  apply cutoff_dominates hs hh hN
  have hN' : (1 : ℝ) ≤ N := by exact_mod_cast hN
  have hpos : 0 < s * h := mul_pos hs hh
  have h1 : s * h ≤ 1 := by nlinarith [mul_le_mul_of_nonneg_left hN' hpos.le]
  have h2 : (s * h) ^ 2 ≤ 1 := pow_le_one₀ hpos.le h1
  -- exp(-y) is the square of exp(-y/2), which is at least 1/2 for y ≤ 1
  have h3 := Real.add_one_le_exp (-(s * N * h) / 2)
  have h4 : Real.exp (-(s * N * h)) =
      Real.exp (-(s * N * h) / 2) * Real.exp (-(s * N * h) / 2) := by
    rw [← Real.exp_add, add_halves]
  have h5 : 1 / 2 ≤ Real.exp (-(s * N * h) / 2) := by linarith
  rw [h4]
  nlinarith
```

The condition is now simpler: $sNh\le1$. Since $Nh=\ln(1/r_N)$, this is $s\ln(1/r_N)\le1$, which for a given $s$ depends only on the innermost radius.

To derive it, note that $N\ge1$ gives $sh\le sNh\le1$, hence $(sh)^2/12\le1/12$. With $y=sNh\le1$, the inequality $e^u\ge1+u$ at $u=-y/2$ gives $e^{-y/2}\ge1-y/2\ge\frac12$, so $e^{-y}\ge\frac14$. As $\frac1{12}<\frac14$, the previous theorem applies. The lines `h3` to `h5` contain this estimate, and `nlinarith`, which also tries products of known inequalities, closes the goal.

```lean
/-- For `s, h > 0` the finite mesh yields at most the fraction `s N h` of the integral of
`r^(s-1)` over `(0,1)`. -/
theorem captured_fraction {s h : ℝ} (hs : 0 < s) (hh : 0 < h) (N : ℕ) :
    logTrapezoid (fun r => r ^ (s - 1)) h N ≤
      s * N * h * ∫ r in (0 : ℝ)..1, r ^ (s - 1) := by
  have a : ∀ m : ℕ, meshPoint h m * meshPoint h m ^ (s - 1) ≤ 1 := by
    intro m
    rw [meshPoint_weight, Real.exp_le_one_iff]
    have h0 : 0 ≤ s * m * h := by positivity
    linarith
  -- each interval contributes at most its length h
  have hsum : logTrapezoid (fun r => r ^ (s - 1)) h N ≤ ∑ _n ∈ range N, h := by
    unfold logTrapezoid
    refine Finset.sum_le_sum fun n _ => ?_
    exact (mul_le_mul_of_nonneg_left (add_le_add (a n) (a (n + 1)))
      (by positivity : 0 ≤ h / 2)).trans_eq (by ring)
  refine hsum.trans_eq ?_
  rw [integral_rpow (Or.inl (by linarith)), sub_add_cancel, Real.one_rpow,
    Real.zero_rpow hs.ne', sub_zero, Finset.sum_const, Finset.card_range, nsmul_eq_mul]
  field_simp

end

end TruncatedLogGrid
```

The last theorem bounds what the finite mesh yields of the full integral:

$$T_N\le sNh\int_0^1r^{s-1}\,dr.$$

Each weight $r_n^s=e^{-snh}$ is at most $1$ (`a` in the code), so each interval contributes at most $h$ and $T_N\le Nh$ (`hsum`). The full integral is $1/s$, hence $Nh=sNh\cdot(1/s)$. On a fixed mesh the recovered fraction therefore tends to zero with $s$. The bound guarantees a shortfall only for $sNh<1$.

All of this concerns a pure power on $(0,1)$, summed without rounding and without any correction for the core. A code that adds an analytic core term, or a finite nucleus that changes the behaviour at small $r$, calls for a separate estimate.

```lean
#print axioms TruncatedLogGrid.step_error
#print axioms TruncatedLogGrid.cutoff_dominates_of_small
#print axioms TruncatedLogGrid.captured_fraction
```

```
'TruncatedLogGrid.step_error' depends on axioms: [propext, Classical.choice, Quot.sound]
'TruncatedLogGrid.cutoff_dominates_of_small' depends on axioms: [propext, Classical.choice, Quot.sound]
'TruncatedLogGrid.captured_fraction' depends on axioms: [propext, Classical.choice, Quot.sound]
```
